# The L-BFGS two-loop recursion applies the inverse BFGS matrix

Let $H_0$ be a real square matrix and let $(s_1,y_1),\dots,(s_m,y_m)$ be pairs of real vectors with $y_i^{T}s_i\neq 0$, listed oldest first. Put $\rho_i = 1/(y_i^{T}s_i)$ and
$$H_i=(1-\rho_i s_i y_i^{T})\,H_{i-1}\,(1-\rho_i y_i s_i^{T})+\rho_i s_i s_i^{T}.$$
Then the two-loop recursion applied to any vector $q$ returns $H_m q$, whether or not $H_0$ is symmetric. The recursion also maps $y_m$ to $s_m$, is self-adjoint when $H_0$ is symmetric, and gives $g^{T}(-H_m g)<0$ for $g\neq0$ when $H_0$ has a positive quadratic form and every $y_i^{T}s_i$ is positive. The rule for discarding old pairs, the choice of $H_0$, the choice of step length and the convergence of an optimisation are not treated.

In geometry and orbital optimisation $s_i$ is a step in the coordinates or rotation parameters, $y_i$ is the resulting change of the energy gradient and $H_m$ models the inverse Hessian; the theorems below concern this algebra only, in finite dimension and exact arithmetic, with no energy function present.

## Vectors and pairs

A vector is a function `n → ℝ` on a finite index type `n`, the product `a ⬝ᵥ b` is $a^{T}b$, `H *ᵥ v` is $Hv$, and `vecMulVec a b` is the outer product $ab^{T}$.

```lean
import Mathlib

open Matrix

namespace LBFGSTwoLoop

noncomputable section

variable {n : Type*} [Fintype n]
```

A stored pair consists of $s$, $y$ and the condition $y^{T}s\neq0$, recorded in the field `curv_ne`. Nothing else ties $y$ to $s$: the interpretation as a gradient difference is not imposed.

```lean
/-- A stored pair: two vectors `s` and `y` whose product `yᵀ s` (the curvature) is nonzero. -/
structure CurvaturePair (n : Type*) [Fintype n] where
  s : n → ℝ
  y : n → ℝ
  curv_ne : y ⬝ᵥ s ≠ 0
```

The inverse curvature is $\rho=1/(y^{T}s)$. Lean sets $0^{-1}=0$, so a pair with $y^{T}s=0$ would have $\rho=0$ and an update that leaves $H$ unchanged, for which $Hy=s$ generally fails; `curv_ne` excludes this case.

```lean
/-- The inverse curvature `ρ = 1 / (yᵀ s)` of a pair. -/
def CurvaturePair.rho (p : CurvaturePair n) : ℝ := (p.y ⬝ᵥ p.s)⁻¹
```

## The algorithm

The first loop starts from $q_m=q$ and runs from the newest pair to the oldest:
$$\alpha_i=\rho_i\, s_i^{T}q_i,\qquad q_{i-1}=q_i-\alpha_i y_i,\qquad i=m,\dots,1.$$
One pass is `backwardStep`. Its state `acc` holds the current vector and a list used as a stack, onto whose front the pair and its $\alpha_i$ are pushed.

```lean
/-- One pass of the first loop: compute `α = ρ sᵀ q`, replace `q` by `q - α y`, and push
the pair with its `α` on the stack. -/
def backwardStep (acc : (n → ℝ) × List (CurvaturePair n × ℝ)) (p : CurvaturePair n) :
    (n → ℝ) × List (CurvaturePair n × ℝ) :=
  (acc.1 - (p.rho * (p.s ⬝ᵥ acc.1)) • p.y, (p, p.rho * (p.s ⬝ᵥ acc.1)) :: acc.2)
```

Since the list `ps` is ordered oldest first, the loop folds over `ps.reverse`. The oldest pair is pushed last and ends on top of the stack.

```lean
/-- The first loop: for pairs listed oldest first, run `backwardStep` from the newest pair to
the oldest, starting from `q` and an empty stack. -/
def firstLoop (ps : List (CurvaturePair n)) (q : n → ℝ) :
    (n → ℝ) × List (CurvaturePair n × ℝ) :=
  ps.reverse.foldl backwardStep (q, [])
```

The second loop starts from $r_0=H_0q_0$ and runs from the oldest pair to the newest:
$$\beta_i=\rho_i\, y_i^{T}r_{i-1},\qquad r_i=r_{i-1}+(\alpha_i-\beta_i)\,s_i,\qquad i=1,\dots,m.$$
In `forwardStep` the stack entry `e` has the pair as `e.1` and the stored $\alpha_i$ as `e.2`.

```lean
/-- One pass of the second loop: with `β = ρ yᵀ r` and the stored `α`, replace `r` by
`r + (α - β) s`. -/
def forwardStep (r : n → ℝ) (e : CurvaturePair n × ℝ) : n → ℝ :=
  r + (e.2 - e.1.rho * (e.1.y ⬝ᵥ r)) • e.1.s
```

Reading the stack from its top visits the pairs in the required order.

```lean
/-- The second loop: run `forwardStep` over the stack from its top, starting from `r`. -/
def secondLoop (stack : List (CurvaturePair n × ℝ)) (r : n → ℝ) : n → ℝ :=
  stack.foldl forwardStep r
```

The output is $r_m$. The definition of `twoLoop` contains one product with $H_0$ and otherwise only inner products, arithmetic on numbers, and scaling, addition and subtraction of vectors; no matrix $H_i$ with $i\ge1$ occurs in it.

```lean
/-- The L-BFGS two-loop recursion: first loop on `q`, multiplication by `H₀`, second loop. -/
def twoLoop (H₀ : Matrix n n ℝ) (ps : List (CurvaturePair n)) (q : n → ℝ) : n → ℝ :=
  secondLoop (firstLoop ps q).2 (H₀ *ᵥ (firstLoop ps q).1)
```

## The matrices

The predicate `PosQuad H` says that $v^{T}Hv>0$ for all $v\neq0$. It does not demand symmetry, and for a symmetric matrix it is positive definiteness.

```lean
/-- The quadratic form `vᵀ H v` is positive for every nonzero `v`. -/
def PosQuad (H : Matrix n n ℝ) : Prop := ∀ v : n → ℝ, v ≠ 0 → 0 < v ⬝ᵥ (H *ᵥ v)
```

Besides $H$ and the identity, the update contains only scaled outer products $c\,ab^{T}$ (of rank at most one), which act by
$$\big[(c\,ab^{T})v\big]_i=\sum_j c\,a_ib_jv_j=c\,(b^{T}v)\,a_i .$$
The proof writes out component $i$ of both sides, moves the constant factors inside the sum and compares term by term.

```lean
/-- The scaled outer product `c a bᵀ` maps `v` to `c (bᵀ v) a`. -/
theorem rankOne_mulVec (c : ℝ) (a b v : n → ℝ) :
    (c • vecMulVec a b) *ᵥ v = (c * (b ⬝ᵥ v)) • a := by
  ext i
  change ∑ j, c * (a i * b j) * v j = (c * ∑ j, b j * v j) * a i
  rw [Finset.mul_sum, Finset.sum_mul]
  exact Finset.sum_congr rfl (fun j _ => by ring)
```

The update $H\mapsto H_+=(1-\rho sy^{T})H(1-\rho ys^{T})+\rho ss^{T}$ is `bfgsUpdate`, with `1` the identity matrix.

```lean
variable [DecidableEq n]

/-- The inverse BFGS update `(1 - ρ s yᵀ) H (1 - ρ y sᵀ) + ρ s sᵀ`. -/
def bfgsUpdate (H : Matrix n n ℝ) (p : CurvaturePair n) : Matrix n n ℝ :=
  (1 - p.rho • vecMulVec p.s p.y) * H * (1 - p.rho • vecMulVec p.y p.s)
    + p.rho • vecMulVec p.s p.s
```

The matrix $H_m$ is `bfgsMatrix H₀ ps`, a left fold that applies the update of the oldest pair first.

```lean
/-- The matrix obtained from `H₀` by applying the inverse BFGS updates in order, oldest pair
first. -/
def bfgsMatrix (H₀ : Matrix n n ℝ) (ps : List (CurvaturePair n)) : Matrix n n ℝ :=
  ps.foldl bfgsUpdate H₀
```

## The identity

Apply $H_+$ to a vector $v$, one factor at a time. With $\alpha=\rho\,s^{T}v$, the right factor gives $(1-\rho ys^{T})v=v-\alpha y$, and the added term gives $\rho ss^{T}v=\alpha s$. Put $r=H(v-\alpha y)$ and $\beta=\rho\,y^{T}r$. The left factor gives $(1-\rho sy^{T})r=r-\beta s$, so
$$H_+v=r+(\alpha-\beta)\,s .$$
This is a backward pass, a product with $H$ and a forward pass. In the proof, `Matrix.mulVec_mulVec` splits the triple product into successive actions, `rankOne_mulVec` evaluates the three rank-one terms, and `module` collects $-\beta s+\alpha s$.

```lean
/-- The updated matrix acts on `v` as `v ↦ v - α y` with `α = ρ sᵀ v`, followed by `H`,
followed by one pass of the second loop with that `α`. -/
theorem bfgsUpdate_mulVec (H : Matrix n n ℝ) (p : CurvaturePair n) (v : n → ℝ) :
    bfgsUpdate H p *ᵥ v =
      forwardStep (H *ᵥ (v - (p.rho * (p.s ⬝ᵥ v)) • p.y)) (p, p.rho * (p.s ⬝ᵥ v)) := by
  unfold bfgsUpdate forwardStep
  -- apply the three factors one after the other
  rw [Matrix.add_mulVec, ← Matrix.mulVec_mulVec, ← Matrix.mulVec_mulVec]
  simp only [Matrix.sub_mulVec, Matrix.one_mulVec, rankOne_mulVec]
  module
```

In the full recursion the oldest pair enters in the three consecutive operations $q_1\mapsto q_0$, $r_0=H_0q_0$, $r_0\mapsto r_1$. By the formula just obtained, with $v=q_1$ and $H=H_0$, they combine to $r_1=H_1q_1$. The vector $q_1$ and the numbers $\alpha_2,\dots,\alpha_m$ depend neither on $H_0$ nor on the oldest pair. The recursion on $m$ pairs with initial matrix $H_0$ therefore gives the same output as the recursion on the $m-1$ newer pairs with initial matrix $H_1$. In Lean the list `p :: ps` has `p` as its oldest pair. The step `hfirst` states that `p` is processed last in the first loop, and after `bfgsUpdate_mulVec` expands $H_1q_1$ both sides are the second loop over the remaining stack from the same starting vector.

```lean
/-- The oldest pair can be removed from the list by applying its update to `H₀`, without
changing the output of the recursion. -/
theorem twoLoop_cons (H₀ : Matrix n n ℝ) (p : CurvaturePair n) (ps : List (CurvaturePair n))
    (q : n → ℝ) : twoLoop H₀ (p :: ps) q = twoLoop (bfgsUpdate H₀ p) ps q := by
  -- the oldest pair comes last in the first loop and first in the second loop
  have hfirst : firstLoop (p :: ps) q = backwardStep (firstLoop ps q) p := by
    simp only [firstLoop, List.reverse_cons, List.foldl_append, List.foldl_cons,
      List.foldl_nil]
  unfold twoLoop
  rw [hfirst, bfgsUpdate_mulVec]
  simp only [backwardStep, secondLoop, List.foldl_cons]
```

Induction on the list completes the argument. With no pairs both loops are empty and the output is $H_0q$. With at least one pair, the oldest is absorbed into the initial matrix on both sides, in the recursion by `twoLoop_cons` and in the fold by `hc`, and the induction hypothesis is used with $H_1$ in place of $H_0$. That change of initial matrix is the reason for `generalizing H₀`. The theorem reads: for every real square `H₀`, every list `ps` of pairs and every `q`, the vector `twoLoop H₀ ps q` equals `bfgsMatrix H₀ ps *ᵥ q`. Neither this proof nor the two before it uses the value of $\rho$.

```lean
/-- For any real square `H₀`, the two-loop recursion applied to `q` returns `H q`, where `H`
results from applying the inverse BFGS updates to `H₀` in order. -/
theorem twoLoop_eq_bfgsMatrix_mulVec (H₀ : Matrix n n ℝ) (ps : List (CurvaturePair n))
    (q : n → ℝ) : twoLoop H₀ ps q = bfgsMatrix H₀ ps *ᵥ q := by
  induction ps generalizing H₀ with
  | nil => simp [twoLoop, firstLoop, secondLoop, bfgsMatrix]
  | cons p ps ih =>
    have hc : bfgsMatrix H₀ (p :: ps) = bfgsMatrix (bfgsUpdate H₀ p) ps := by
      simp only [bfgsMatrix, List.foldl_cons]
    -- absorb the oldest pair into the initial matrix on both sides
    rw [twoLoop_cons, hc]
    exact ih (bfgsUpdate H₀ p)
```

## Secant condition

Take $v=y$. Then $\alpha=\rho\,s^{T}y=1$, which is `h` and the first place where `curv_ne` is needed. Hence $v-\alpha y=0$, $r=0$, $\beta=0$ and $H_+y=s$ for any $H$.

```lean
/-- The updated matrix satisfies the secant condition `H₊ y = s`. -/
theorem bfgsUpdate_secant (H : Matrix n n ℝ) (p : CurvaturePair n) :
    bfgsUpdate H p *ᵥ p.y = p.s := by
  have h : p.rho * (p.s ⬝ᵥ p.y) = 1 := by
    rw [dotProduct_comm]
    unfold CurvaturePair.rho
    exact inv_mul_cancel₀ p.curv_ne
  rw [bfgsUpdate_mulVec, h]
  simp [forwardStep]
```

The last update in the chain belongs to the newest pair, written `p` in `ps ++ [p]`, so $H_my_m=s_m$ and the recursion returns $s_m$ on input $y_m$. No such relation is stated for the older pairs.

```lean
/-- The recursion maps the `y` of the last (newest) pair in the list to the `s` of that pair. -/
theorem twoLoop_secant (H₀ : Matrix n n ℝ) (ps : List (CurvaturePair n))
    (p : CurvaturePair n) : twoLoop H₀ (ps ++ [p]) p.y = p.s := by
  rw [twoLoop_eq_bfgsMatrix_mulVec]
  simp only [bfgsMatrix, List.foldl_append, List.foldl_cons, List.foldl_nil]
  exact bfgsUpdate_secant _ _
```

## Symmetry

Let $V=1-\rho ys^{T}$. Since $(ab^{T})^{T}=ba^{T}$, which is `ht`, the left factor is $V^{T}$ and $H_+=V^{T}HV+\rho ss^{T}$. Transposing gives $H_+^{T}=V^{T}H^{T}V+\rho ss^{T}$, equal to $H_+$ when $H^{T}=H$.

```lean
/-- The inverse BFGS update of a symmetric matrix is symmetric. -/
theorem bfgsUpdate_isSymm {H : Matrix n n ℝ} (hH : H.IsSymm) (p : CurvaturePair n) :
    (bfgsUpdate H p).IsSymm := by
  have ht : ∀ a b : n → ℝ, (vecMulVec a b)ᵀ = vecMulVec b a := by
    intro a b
    ext i j
    change a j * b i = b i * a j
    exact mul_comm _ _
  have hT : Hᵀ = H := hH
  change (bfgsUpdate H p)ᵀ = bfgsUpdate H p
  simp only [bfgsUpdate, transpose_add, transpose_mul, transpose_sub, transpose_one,
    transpose_smul, ht, hT, Matrix.mul_assoc]
```

By induction along the list (`key`), $H_m$ is symmetric when $H_0$ is. Writing $L(v)$ for the output on input $v$,
$$u^{T}L(v)=u^{T}H_mv=(H_m^{T}u)^{T}v=(H_mu)^{T}v=L(u)^{T}v ,$$
which is the chain of rewrites closing the proof. The hypothesis `hH` cannot be dropped: for the empty list and $H_0=e_1e_2^{T}$ in two dimensions, $e_1^{T}L(e_2)=1$ while $L(e_1)^{T}e_2=0$.

```lean
/-- For symmetric `H₀` the recursion is self-adjoint: `uᵀ L(v) = L(u)ᵀ v`, with `L` the map
from input to output. -/
theorem twoLoop_selfAdjoint {H₀ : Matrix n n ℝ} (hH : H₀.IsSymm)
    (ps : List (CurvaturePair n)) (u v : n → ℝ) :
    u ⬝ᵥ twoLoop H₀ ps v = twoLoop H₀ ps u ⬝ᵥ v := by
  -- symmetry survives the whole chain of updates
  have key : ∀ (l : List (CurvaturePair n)) (H : Matrix n n ℝ),
      H.IsSymm → (bfgsMatrix H l).IsSymm := by
    intro l
    induction l with
    | nil =>
      intro H h
      exact h
    | cons p l ih =>
      intro H h
      have hc : bfgsMatrix H (p :: l) = bfgsMatrix (bfgsUpdate H p) l := by
        simp only [bfgsMatrix, List.foldl_cons]
      rw [hc]
      exact ih _ (bfgsUpdate_isSymm h p)
  have hT : (bfgsMatrix H₀ ps)ᵀ = bfgsMatrix H₀ ps := key ps H₀ hH
  rw [twoLoop_eq_bfgsMatrix_mulVec H₀ ps v, twoLoop_eq_bfgsMatrix_mulVec H₀ ps u,
    Matrix.dotProduct_mulVec, ← Matrix.mulVec_transpose, hT]
```

## Positivity and the sign of the search direction

Let $w=v-\alpha y$ and $r=Hw$ as before. Then $v^{T}H_+v=v^{T}r+(\alpha-\beta)\,s^{T}v$. From $v=w+\alpha y$ follows $v^{T}r=w^{T}Hw+\alpha\,y^{T}r$, and $\alpha\,y^{T}r=\rho\,(s^{T}v)(y^{T}r)=\beta\,s^{T}v$ cancels the $\beta$ term. What remains is
$$v^{T}H_+v=w^{T}Hw+\rho\,(s^{T}v)^2 ,$$
with no symmetry assumed. The proof expands the inner products by bilinearity and `ring` performs the cancellation.

```lean
/-- The quadratic form of the updated matrix is `vᵀ H₊ v = wᵀ H w + ρ (sᵀ v)²` with
`w = v - ρ (sᵀ v) y`. -/
theorem bfgsUpdate_quadForm (H : Matrix n n ℝ) (p : CurvaturePair n) (v : n → ℝ) :
    v ⬝ᵥ (bfgsUpdate H p *ᵥ v) =
      (v - (p.rho * (p.s ⬝ᵥ v)) • p.y) ⬝ᵥ (H *ᵥ (v - (p.rho * (p.s ⬝ᵥ v)) • p.y))
        + p.rho * (p.s ⬝ᵥ v) ^ 2 := by
  rw [bfgsUpdate_mulVec]
  simp only [forwardStep, dotProduct_add, dotProduct_smul, sub_dotProduct, smul_dotProduct,
    smul_eq_mul, dotProduct_comm v p.s]
  ring
```

Suppose $H$ has a positive quadratic form. If $H_+$ has one too, test it on $y$, which is nonzero because $y^{T}s\neq0$; the secant condition gives $0<y^{T}H_+y=y^{T}s$. Conversely let $y^{T}s>0$, so $\rho>0$, and take $v\neq0$. If $w\neq0$, the first term is positive and the second is nonnegative. If $w=0$, then $s^{T}v\neq0$, since $s^{T}v=0$ would give $\alpha=0$ and $v=w=0$; the second term is then positive and the first vanishes. These two cases are the branches of `by_cases hw`.

```lean
/-- If `H` has a positive quadratic form, then its update has one exactly when the curvature
`yᵀ s` is positive. -/
theorem bfgsUpdate_posQuad_iff {H : Matrix n n ℝ} (hH : PosQuad H) (p : CurvaturePair n) :
    PosQuad (bfgsUpdate H p) ↔ 0 < p.y ⬝ᵥ p.s := by
  constructor
  · intro h
    -- test the form on `y` and use the secant condition
    have hy : p.y ≠ 0 := by
      intro h0
      apply p.curv_ne
      rw [h0, zero_dotProduct]
    have h1 := h p.y hy
    rwa [bfgsUpdate_secant] at h1
  · intro hc v hv
    have hρ : 0 < p.rho := by
      unfold CurvaturePair.rho
      exact inv_pos.mpr hc
    rw [bfgsUpdate_quadForm]
    by_cases hw : v - (p.rho * (p.s ⬝ᵥ v)) • p.y = 0
    · -- if `w = 0`, then `sᵀ v ≠ 0` and the rank-one term is positive
      have hs : p.s ⬝ᵥ v ≠ 0 := by
        intro h0
        apply hv
        rw [h0] at hw
        simpa using hw
      rw [hw, zero_dotProduct, zero_add]
      exact mul_pos hρ (lt_of_le_of_ne (sq_nonneg _) (pow_ne_zero 2 hs).symm)
    · have h1 := hH _ hw
      have h2 : 0 ≤ p.rho * (p.s ⬝ᵥ v) ^ 2 := mul_nonneg hρ.le (sq_nonneg _)
      linarith
```

If $H_0$ has a positive quadratic form (`hH`) and every stored curvature is positive (`hc`), the direction from positive curvature to positivity is applied pair by pair in `key`, and $H_m$ has a positive quadratic form. For $g\neq0$,
$$g^{T}\big(-L(g)\big)=-\,g^{T}H_mg<0 .$$
When $g$ is the gradient of a differentiable energy, the left side is the directional derivative along $-L(g)$, so a short enough step lowers the energy; this last inference, and any guarantee that an optimiser produces pairs with $y^{T}s>0$, are not proved here. Positive curvature is assumed, and the hypothesis `hc` cannot simply be dropped: in one dimension with $H_0=1$, $s=1$, $y=-1$ one has $\rho=-1$, $1-\rho sy=0$ and $H_1=-1$, so $g\cdot(-H_1g)=g^2>0$.

```lean
/-- If `H₀` has a positive quadratic form and all curvatures are positive, then for `g ≠ 0`
minus the output of the recursion on `g` has negative inner product with `g`. -/
theorem twoLoop_descent {H₀ : Matrix n n ℝ} (hH : PosQuad H₀) (ps : List (CurvaturePair n))
    (hc : ∀ p ∈ ps, 0 < p.y ⬝ᵥ p.s) {g : n → ℝ} (hg : g ≠ 0) :
    g ⬝ᵥ (-twoLoop H₀ ps g) < 0 := by
  -- positivity survives the whole chain of updates
  have key : ∀ (l : List (CurvaturePair n)) (H : Matrix n n ℝ), PosQuad H →
      (∀ p ∈ l, 0 < p.y ⬝ᵥ p.s) → PosQuad (bfgsMatrix H l) := by
    intro l
    induction l with
    | nil =>
      intro H h _
      exact h
    | cons p l ih =>
      intro H h hl
      have he : bfgsMatrix H (p :: l) = bfgsMatrix (bfgsUpdate H p) l := by
        simp only [bfgsMatrix, List.foldl_cons]
      rw [he]
      exact ih _ ((bfgsUpdate_posQuad_iff h p).mpr (hl p (by simp)))
        (fun r hr => hl r (List.mem_cons_of_mem _ hr))
  have hpos := key ps H₀ hH hc g hg
  rw [dotProduct_neg, twoLoop_eq_bfgsMatrix_mulVec]
  linarith

end

end LBFGSTwoLoop
```

```lean
#print axioms LBFGSTwoLoop.twoLoop_eq_bfgsMatrix_mulVec
#print axioms LBFGSTwoLoop.twoLoop_secant
#print axioms LBFGSTwoLoop.twoLoop_selfAdjoint
#print axioms LBFGSTwoLoop.twoLoop_descent
```

```
'LBFGSTwoLoop.twoLoop_eq_bfgsMatrix_mulVec' depends on axioms: [propext, Classical.choice, Quot.sound]
'LBFGSTwoLoop.twoLoop_secant' depends on axioms: [propext, Classical.choice, Quot.sound]
'LBFGSTwoLoop.twoLoop_selfAdjoint' depends on axioms: [propext, Classical.choice, Quot.sound]
'LBFGSTwoLoop.twoLoop_descent' depends on axioms: [propext, Classical.choice, Quot.sound]
```
